# Pancharatnam's in-phase condition: the phase that brings two non-orthogonal unit vectors closest makes their overlap positive

Q: A physical state is a ray, yet you represent it by a vector `u : E`. On rays the overall phase has been divided out. Doesn't that choice decide the question before you ask it?

A: It makes the question possible. "In phase" is a relation between representatives, so the vectors have to be kept. The freedom to change a representative then appears explicitly, as a complex number c with |c| = 1 multiplying v. The space `E` is any complex inner product space, of finite or infinite dimension, and completeness is not assumed.

In Lean 4 with Mathlib:

```lean
import Mathlib

open scoped InnerProductSpace ComplexConjugate

namespace PancharatnamConnection

noncomputable section

variable {E : Type*} [NormedAddCommGroup E] [InnerProductSpace ℂ E]
```

Q: And "the overlap is positive" is a statement about a complex number. How do you say that?

A: With two real conditions: the real part is positive and the imaginary part is zero. The inner product `inner ℂ u v` is ⟨u,v⟩ in the physicist's convention, conjugate-linear in the first slot, so ⟨u, c v⟩ = c⟨u,v⟩.

```lean
/-- Two states are in phase when their overlap is real and positive. -/
def InPhase (u v : E) : Prop :=
  0 < (inner ℂ u v).re ∧ (inner ℂ u v).im = 0
```

Q: If I hand you two vectors with an arbitrary relative phase, which c repairs it?

A: The one that cancels the phase of the overlap:

c₀ = conj⟨u,v⟩ / |⟨u,v⟩|

It needs a nonzero overlap, and the theorems about it assume one.

```lean
/-- The complex number `conj ⟨u,v⟩ / |⟨u,v⟩|`. It is a phase factor when the overlap is nonzero; for
zero overlap Lean's division makes it 0. -/
def aligningPhase (u v : E) : ℂ :=
  conj (inner ℂ u v) / (‖inner ℂ u v‖ : ℂ)
```

Q: Before more code, show me by hand why closeness has anything to do with this.

A: Take ‖u‖ = ‖v‖ = |c| = 1 and expand the square:

‖u − c v‖² = ⟨u,u⟩ − ⟨u, c v⟩ − ⟨c v, u⟩ + ⟨c v, c v⟩

The outer terms are both 1. The middle two are complex conjugates of each other, so they add up to twice a real part:

‖u − c v‖² = 2 − 2 Re⟨u, c v⟩

Minimising the distance therefore means maximising Re⟨u, c v⟩. Changing c only rotates the overlap in the complex plane, because

|⟨u, c v⟩| = |c| |⟨u,v⟩| = |⟨u,v⟩|

A real part never exceeds the modulus, so Re⟨u, c v⟩ ≤ |⟨u,v⟩|. For a nonzero overlap, equality holds exactly when ⟨u, c v⟩ is real and positive. The phase c₀ reaches equality, since

c₀⟨u,v⟩ = |⟨u,v⟩|² / |⟨u,v⟩| = |⟨u,v⟩|

The least squared distance is thus 2 − 2|⟨u,v⟩|.

Q: Where does the expansion sit in the formal proof?

A: In `dist_sq_eq`. Mathlib's `norm_sub_sq` supplies the expanded square, and the three normalisation hypotheses turn it into the formula above.

```lean
/-- For unit vectors `u`, `v` and a unit complex number `c`, the squared distance between
`u` and `c v` is `2 - 2 Re ⟨u, c v⟩`. -/
theorem dist_sq_eq {u v : E} {c : ℂ} (hu : ‖u‖ = 1) (hv : ‖v‖ = 1) (hc : ‖c‖ = 1) :
    ‖u - c • v‖ ^ 2 = 2 - 2 * (inner ℂ u (c • v)).re := by
  have h : ‖u - c • v‖ ^ 2
      = ‖u‖ ^ 2 - 2 * (inner ℂ u (c • v)).re + ‖c • v‖ ^ 2 :=
    norm_sub_sq (𝕜 := ℂ) u (c • v)
  have hcv : ‖c • v‖ = 1 := by rw [norm_smul, hc, hv, one_mul]
  rw [hu, hcv] at h
  linarith
```

Q: You passed quickly over the equality case.

A: It has its own lemma. Write z for the overlap and use |z|² = (Re z)² + (Im z)². If Im z = 0 and Re z > 0, then Re z and |z| are non-negative numbers with equal squares, so they agree. Conversely, if Re z = |z|, then (Im z)² = 0, and Re z is positive because z ≠ 0.

```lean
/-- Two states with nonzero overlap are in phase exactly when the real part of the overlap
equals its modulus. -/
theorem inPhase_iff_re_eq_norm {u v : E} (h : inner ℂ u v ≠ 0) :
    InPhase u v ↔ (inner ℂ u v).re = ‖inner ℂ u v‖ := by
  unfold InPhase
  generalize inner ℂ u v = z at h ⊢
  have hp : 0 < ‖z‖ := norm_pos_iff.mpr h
  have hsq : ‖z‖ ^ 2 = z.re * z.re + z.im * z.im := by
    rw [Complex.sq_norm, Complex.normSq_apply]
  constructor
  · rintro ⟨h1, h2⟩
    exact (sq_eq_sq₀ h1.le hp.le).mp (by rw [hsq, h2]; ring)
  · intro hz
    refine ⟨by rw [hz]; exact hp, ?_⟩
    rw [← hz] at hsq
    have him : z.im * z.im = 0 := by linarith
    exact mul_self_eq_zero.mp him
```

The next lemma checks the two properties of c₀: it has modulus one, and it turns the overlap into |⟨u,v⟩|. The second part rests on conj(z) z = |z|².

```lean
/-- For states with nonzero overlap, the aligning phase has modulus one and turns the
overlap into its modulus. -/
theorem aligningPhase_spec {u v : E} (h : inner ℂ u v ≠ 0) :
    ‖aligningPhase u v‖ = 1 ∧
      inner ℂ u (aligningPhase u v • v) = (‖inner ℂ u v‖ : ℂ) := by
  have hn : ‖inner ℂ u v‖ ≠ 0 := norm_ne_zero_iff.mpr h
  constructor
  · unfold aligningPhase
    rw [norm_div, RCLike.norm_conj, Complex.norm_real, norm_norm, div_self hn]
  · rw [inner_smul_right]
    unfold aligningPhase
    generalize inner ℂ u v = z at hn ⊢
    have hz : (‖z‖ : ℂ) ≠ 0 := Complex.ofReal_ne_zero.mpr hn
    have hm : conj z * z = (‖z‖ : ℂ) * (‖z‖ : ℂ) := by
      rw [mul_comm, Complex.mul_conj, Complex.normSq_eq_norm_sq, Complex.ofReal_pow, sq]
    rw [div_mul_eq_mul_div, hm, mul_div_assoc, div_self hz, mul_one]
```

Q: Now the main statement. Does it say that a minimiser is in phase, or that an in-phase vector is a minimiser?

A: Both. The left side of `closest_iff_inPhase` says that no unit complex number d gives a smaller distance than c does; the right side says that u and c v are in phase. The hypotheses are unit vectors, a unit c and a nonzero overlap.

If c is a minimiser, the proof compares it with c₀. That forces Re⟨u, c v⟩ to be at least |⟨u,v⟩|, and the modulus bound gives the reverse inequality. If c v is in phase with u, the real part of ⟨u, c v⟩ already equals the common modulus, which the real part of ⟨u, d v⟩ cannot exceed for any unit d.

```lean
/-- For unit vectors `u` and `v` with nonzero overlap, a unit complex number `c` brings `c v` as
close as possible to `u` exactly when `u` and `c v` are in phase. -/
theorem closest_iff_inPhase {u v : E} {c : ℂ} (hu : ‖u‖ = 1) (hv : ‖v‖ = 1)
    (huv : inner ℂ u v ≠ 0) (hc : ‖c‖ = 1) :
    (∀ d : ℂ, ‖d‖ = 1 → ‖u - c • v‖ ≤ ‖u - d • v‖) ↔ InPhase u (c • v) := by
  have hnorm : ∀ d : ℂ, ‖d‖ = 1 → ‖inner ℂ u (d • v)‖ = ‖inner ℂ u v‖ := by
    intro d hd
    rw [inner_smul_right, norm_mul, hd, one_mul]
  have hne : inner ℂ u (c • v) ≠ 0 := by
    rw [← norm_ne_zero_iff, hnorm c hc]
    exact norm_ne_zero_iff.mpr huv
  rw [inPhase_iff_re_eq_norm hne]
  constructor
  · intro hmin
    -- compare with the aligning phase
    obtain ⟨h1, h2⟩ := aligningPhase_spec huv
    have h3 := pow_le_pow_left₀ (norm_nonneg _) (hmin _ h1) 2
    rw [dist_sq_eq hu hv hc, dist_sq_eq hu hv h1, h2, Complex.ofReal_re] at h3
    have h4 := Complex.re_le_norm (inner ℂ u (c • v))
    rw [hnorm c hc] at h4 ⊢
    linarith
  · intro h d hd
    -- no real part exceeds the common modulus
    rw [← sq_le_sq₀ (norm_nonneg _) (norm_nonneg _), dist_sq_eq hu hv hc,
      dist_sq_eq hu hv hd, h, hnorm c hc]
    have h4 := Complex.re_le_norm (inner ℂ u (d • v))
    rw [hnorm d hd] at h4
    linarith
```

Q: What happens for orthogonal states? That looks like the limiting case in which your rule breaks.

A: The equivalence does fail there. If ⟨u,v⟩ = 0, every c gives ‖u − c v‖² = 2, so every phase is a minimiser and none puts the states in phase. The minimum formula survives, however, because 2 − 2·0 = 2. This is why `isLeast_dist_sq` has no overlap hypothesis. `IsLeast` means that the number belongs to the set of squared distances and is a lower bound for it. The proof of membership uses c = 1 for orthogonal vectors and c₀ otherwise.

The opposite extreme is a one-dimensional space, with u = e^(iα) and v = e^(iβ). Then c₀ = e^(i(α−β)), c₀v = u, and the least distance is zero.

```lean
/-- For unit vectors `u` and `v`, the least squared distance between `u` and `c v` over all
unit complex numbers `c` is `2 - 2 |⟨u,v⟩|`. -/
theorem isLeast_dist_sq {u v : E} (hu : ‖u‖ = 1) (hv : ‖v‖ = 1) :
    IsLeast {r : ℝ | ∃ c : ℂ, ‖c‖ = 1 ∧ r = ‖u - c • v‖ ^ 2}
      (2 - 2 * ‖inner ℂ u v‖) := by
  constructor
  · by_cases h : inner ℂ u v = 0
    · refine ⟨1, norm_one, ?_⟩
      rw [dist_sq_eq hu hv norm_one, one_smul, h, norm_zero, Complex.zero_re]
    · obtain ⟨h1, h2⟩ := aligningPhase_spec h
      refine ⟨aligningPhase u v, h1, ?_⟩
      rw [dist_sq_eq hu hv h1, h2, Complex.ofReal_re]
  · rintro r ⟨c, hc, rfl⟩
    have h := Complex.re_le_norm (inner ℂ u (c • v))
    have hn : ‖inner ℂ u (c • v)‖ = ‖inner ℂ u v‖ := by
      rw [inner_smul_right, norm_mul, hc, one_mul]
    rw [hn] at h
    rw [dist_sq_eq hu hv hc]
    linarith
```

Q: Could two different phases both be optimal when the overlap is nonzero?

A: No. If c puts the states in phase, then c⟨u,v⟩ and c₀⟨u,v⟩ are both equal to |⟨u,v⟩|. Cancelling the nonzero overlap gives c = c₀, and this is how `inPhase_smul_iff` is proved.

```lean
/-- For states with nonzero overlap, the aligning phase is the only unit complex number `c`
for which `u` and `c v` are in phase. -/
theorem inPhase_smul_iff {u v : E} {c : ℂ} (huv : inner ℂ u v ≠ 0) (hc : ‖c‖ = 1) :
    InPhase u (c • v) ↔ c = aligningPhase u v := by
  obtain ⟨_, h2⟩ := aligningPhase_spec huv
  have hn : ‖inner ℂ u (c • v)‖ = ‖inner ℂ u v‖ := by
    rw [inner_smul_right, norm_mul, hc, one_mul]
  constructor
  · intro h
    have hne : inner ℂ u (c • v) ≠ 0 := by
      rw [← norm_ne_zero_iff, hn]
      exact norm_ne_zero_iff.mpr huv
    have hre := (inPhase_iff_re_eq_norm hne).mp h
    have heq : inner ℂ u (c • v) = (‖inner ℂ u v‖ : ℂ) := by
      apply Complex.ext
      · rw [hre, hn, Complex.ofReal_re]
      · rw [h.2, Complex.ofReal_im]
    -- both phases give the same overlap, which can be cancelled
    rw [← h2, inner_smul_right, inner_smul_right] at heq
    exact mul_right_cancel₀ huv heq
  · rintro rfl
    unfold InPhase
    rw [h2, Complex.ofReal_re, Complex.ofReal_im]
    exact ⟨norm_pos_iff.mpr huv, rfl⟩
```

Q: So far this concerns two vectors. The namespace is called `PancharatnamConnection`, and the word "connection" suggests transport along a curve.

A: The theorems contain no curve, derivative or connection form. They give the rule for comparing two states, together with a first sign of what happens when the rule is applied repeatedly. Suppose u, v are in phase and v, w are in phase. Whether w, u are in phase is decided by the product

⟨u,v⟩⟨v,w⟩⟨w,u⟩

Each vector occurs once on the left and once on the right of an inner product, so separate phase changes of u, v and w cancel. Under the two assumptions the first two factors are positive real numbers. They rescale the real and imaginary parts of ⟨w,u⟩ without changing their signs, so the product is positive real exactly when ⟨w,u⟩ is. The proof computes those two parts and divides out the positive factor.

```lean
/-- If `u`, `v` are in phase and `v`, `w` are in phase, then `w`, `u` are in phase exactly when
the product `⟨u,v⟩⟨v,w⟩⟨w,u⟩` is real and positive. -/
theorem inPhase_closing_iff {u v w : E} (huv : InPhase u v) (hvw : InPhase v w) :
    InPhase w u ↔
      0 < (inner ℂ u v * inner ℂ v w * inner ℂ w u).re ∧
        (inner ℂ u v * inner ℂ v w * inner ℂ w u).im = 0 := by
  obtain ⟨a, a'⟩ := huv
  obtain ⟨b, b'⟩ := hvw
  have hab := mul_pos a b
  have hre : (inner ℂ u v * inner ℂ v w * inner ℂ w u).re
      = (inner ℂ u v).re * (inner ℂ v w).re * (inner ℂ w u).re := by
    simp only [Complex.mul_re, Complex.mul_im, a', b']
    ring
  have him : (inner ℂ u v * inner ℂ v w * inner ℂ w u).im
      = (inner ℂ u v).re * (inner ℂ v w).re * (inner ℂ w u).im := by
    simp only [Complex.mul_re, Complex.mul_im, a', b']
    ring
  rw [hre, him]
  constructor
  · rintro ⟨p, q⟩
    exact ⟨mul_pos hab p, by rw [q, mul_zero]⟩
  · rintro ⟨p, q⟩
    exact ⟨(mul_pos_iff_of_pos_left hab).mp p, (mul_eq_zero.mp q).resolve_left hab.ne'⟩
```

Q: Perhaps the third pair always closes, and the criterion is idle.

A: A qubit shows otherwise. Consider the states (3/5, 4z/5), with z = 1 or z = i.

```lean
/-- The vector `(3/5, 4z/5)` for a complex number `z`; it is a normalised qubit state when
`|z| = 1`. -/
def qubit (z : ℂ) : EuclideanSpace ℂ (Fin 2) := !₂[3 / 5, 4 / 5 * z]
```

Both have norm one, since 9/25 + 16/25 = 1. Each has overlap 3/5 with (1, 0), so each is in phase with it. Their mutual overlap is

⟨(3/5, 4/5), (3/5, 4i/5)⟩ = 9/25 + 16i/25

which has a nonzero imaginary part. Being in phase is therefore not transitive. The proof first writes the two-component inner product as conj(a)c + conj(b)d and then evaluates these numbers.

```lean
/-- Being in phase is not transitive: the unit vectors `(3/5, 4/5)` and `(3/5, 4i/5)` are each
in phase with `(1, 0)`, but not with each other. -/
theorem inPhase_not_transitive :
    ‖qubit 1‖ = 1 ∧ ‖qubit Complex.I‖ = 1 ∧
      InPhase (qubit 1) !₂[1, 0] ∧ InPhase !₂[1, 0] (qubit Complex.I) ∧
      ¬ InPhase (qubit 1) (qubit Complex.I) := by
  have key : ∀ a b c d : ℂ,
      inner ℂ (!₂[a, b] : EuclideanSpace ℂ (Fin 2)) !₂[c, d] = conj a * c + conj b * d := by
    intro a b c d
    simp [PiLp.inner_apply, Fin.sum_univ_two, mul_comm]
  -- the amplitudes of the first state are real
  have h3 : conj (3 / 5 : ℂ) = 3 / 5 := Complex.conj_eq_iff_im.mpr (by norm_num)
  have h4 : conj (4 / 5 * 1 : ℂ) = 4 / 5 := by
    rw [mul_one]
    exact Complex.conj_eq_iff_im.mpr (by norm_num)
  unfold InPhase qubit
  refine ⟨?_, ?_, ?_, ?_, ?_⟩
  · norm_num [EuclideanSpace.norm_eq, Fin.sum_univ_two]
  · norm_num [EuclideanSpace.norm_eq, Fin.sum_univ_two]
  · rw [key, h3, h4]
    constructor <;> norm_num
  · rw [key]
    constructor <;> norm_num
  · -- the remaining overlap has imaginary part 16/25
    rintro ⟨_, h⟩
    rw [key, h3, h4] at h
    norm_num at h

end

end PancharatnamConnection
```

```lean
#print axioms PancharatnamConnection.closest_iff_inPhase
-- 'PancharatnamConnection.closest_iff_inPhase' depends on axioms: [propext, Classical.choice, Quot.sound]
#print axioms PancharatnamConnection.inPhase_smul_iff
-- 'PancharatnamConnection.inPhase_smul_iff' depends on axioms: [propext, Classical.choice, Quot.sound]
#print axioms PancharatnamConnection.inPhase_closing_iff
-- 'PancharatnamConnection.inPhase_closing_iff' depends on axioms: [propext, Classical.choice, Quot.sound]
#print axioms PancharatnamConnection.inPhase_not_transitive
-- 'PancharatnamConnection.inPhase_not_transitive' depends on axioms: [propext, Classical.choice, Quot.sound]
```

Q: Where would I meet this in a calculation?

A: In a Berry-phase calculation for a single non-degenerate band on a finite mesh. A diagonaliser returns each eigenvector with an arbitrary phase. Let u and v be the cell-periodic parts of the Bloch functions at two neighbouring k-points, stored as normalised coefficient arrays in one common orthonormal basis. The full Bloch functions would not do, because they are orthogonal at different k-points of the Brillouin zone. To align v with its predecessor u, one can write:

```python
s = np.vdot(u, v)
v = v * np.conj(s) / abs(s)
```

`np.vdot` conjugates its first argument, which matches the convention used here. If the basis is not orthonormal, or changes from one k-point to the next, `s` must include the overlaps between the basis functions that expand u and those that expand v. Repeating the step along a path of k-points gives a discrete parallel-transport gauge on that path. If the path returns to its starting k-point, the phase left between the last state and the first is the discrete Berry phase, up to the sign convention and multiples of 2π. If it runs from k to k + G, with G a reciprocal lattice vector, the first state has to be multiplied by e^(−iG·r) before this last comparison. If `abs(s)` is close to zero, the computed phase is sensitive to numerical error, and a finer mesh is the usual remedy.

Q: And for a group of degenerate bands?

A: Then the freedom is a unitary matrix and not a single number c. The theorems here treat one vector at each point.
